# Antinormal ordering of b^n a^m for a single bosonic mode with ab − ba = 1

The theorem `antinormal_expansion` concerns two elements `a`, `b` of an arbitrary ring with `a * b - b * a = 1`, the canonical commutation relation of one bosonic mode with `a` read as annihilator and `b` as creator; no Hilbert space, adjoint or state is assumed. It states that the normal-ordered product b^n a^m equals the sum over k ≤ min(m, n) of (−1)^k k! C(m,k) C(n,k) a^(m−k) b^(n−k), where the coefficient k! C(m,k) C(n,k) is `contractionCount m n k`. The names `SingleModeWick` and `wick_expansion` refer to Wick's theorem, which appears here only as the single-mode algebraic identity that normal-orders a^m b^n. The attempt observes that the pair (b, −a) obeys the same commutation relation, applies `wick_expansion` to it, and tracks the signs through the auxiliary fact `hs`, which says (−a)^j = (−1)^j • a^j with an integer scalar.

Lean 4 with Mathlib refuses this proof:

```lean
import Mathlib

open Finset Polynomial

namespace SingleModeWick

/-- The Wick coefficient `k! C(m,k) C(n,k)`. -/
def contractionCount (m n k : ℕ) : ℕ := k.factorial * m.choose k * n.choose k

/-- Recurrence of the Wick coefficients on adding one annihilator:
`c(m+1,n+1,k+1) = c(m,n+1,k+1) + (n+1) c(m,n,k)`. -/
theorem contractionCount_succ (m n k : ℕ) :
    contractionCount (m + 1) (n + 1) (k + 1)
      = contractionCount m (n + 1) (k + 1) + (n + 1) * contractionCount m n k := by
  have h := Nat.succ_descFactorial_succ n k
  rw [Nat.descFactorial_eq_factorial_mul_choose, Nat.descFactorial_eq_factorial_mul_choose] at h
  unfold contractionCount
  rw [Nat.choose_succ_succ' m k]
  calc (k + 1).factorial * (m.choose k + m.choose (k + 1)) * (n + 1).choose (k + 1)
      = (k + 1).factorial * m.choose (k + 1) * (n + 1).choose (k + 1)
        + m.choose k * ((k + 1).factorial * (n + 1).choose (k + 1)) := by ring
    _ = _ := by rw [h]; ring

variable {A : Type*} [Ring A] {a b : A}

/-- Moving one annihilator through `n + 1` creators: `a b^(n+1) = b^(n+1) a + (n+1) b^n`. -/
theorem annihilator_mul_pow (h : a * b - b * a = 1) (n : ℕ) :
    a * b ^ (n + 1) = b ^ (n + 1) * a + (n + 1) • b ^ n := by
  have hab : a * b = b * a + 1 := by rw [← h]; abel
  induction n with
  | zero => simp [hab]
  | succ n ih =>
    calc a * b ^ (n + 1 + 1) = (a * b ^ (n + 1)) * b := by rw [pow_succ b (n + 1), mul_assoc]
      _ = b ^ (n + 1) * (a * b) + (n + 1) • b ^ (n + 1) := by
          rw [ih, add_mul, smul_mul_assoc, ← pow_succ, mul_assoc]
      _ = b ^ (n + 1 + 1) * a + (n + 1 + 1) • b ^ (n + 1) := by
          rw [hab, mul_add, mul_one, ← mul_assoc, ← pow_succ, add_smul (n + 1) 1, one_smul]
          abel

/-- Wick expansion for a single mode: if `ab - ba = 1`, then `a^m b^n` is the sum over
`k ≤ min m n` of `k! C(m,k) C(n,k)` times the normal-ordered product `b^(n-k) a^(m-k)`. -/
theorem wick_expansion (h : a * b - b * a = 1) (m n : ℕ) :
    a ^ m * b ^ n = ∑ k ∈ range (min m n + 1),
      contractionCount m n k • (b ^ (n - k) * a ^ (m - k)) := by
  have c0 : ∀ m n, contractionCount m n 0 = 1 := by simp [contractionCount]
  -- the same sum extended to `k ≤ m`; the extra coefficients vanish
  have key : ∀ m n : ℕ, a ^ m * b ^ n = ∑ k ∈ range (m + 1),
      contractionCount m n k • (b ^ (n - k) * a ^ (m - k)) := by
    intro m
    induction m with
    | zero => intro n; simp [c0]
    | succ m ih =>
      intro n
      cases n with
      | zero =>
        rw [sum_range_succ']
        simp [contractionCount]
      | succ n =>
        -- the last annihilator passes through the creators or contracts with one of them
        have h1 : a ^ (m + 1) * b ^ (n + 1)
            = a ^ m * b ^ (n + 1) * a + (n + 1) • (a ^ m * b ^ n) := by
          rw [pow_succ a m, mul_assoc (a ^ m) a, annihilator_mul_pow h, mul_add, mul_smul_comm,
            mul_assoc (a ^ m)]
        have h2 : a ^ m * b ^ (n + 1) * a = ∑ k ∈ range (m + 1 + 1),
            contractionCount m (n + 1) k • (b ^ (n + 1 - k) * a ^ (m + 1 - k)) := by
          have z : contractionCount m (n + 1) (m + 1) = 0 := by simp [contractionCount]
          rw [ih, sum_mul, sum_range_succ _ (m + 1), z, zero_smul, add_zero]
          refine sum_congr rfl fun k hk => ?_
          have hk' : m + 1 - k = m - k + 1 := by
            have := mem_range.mp hk
            omega
          rw [hk', pow_succ a, smul_mul_assoc, mul_assoc]
        -- the two sums recombine by the recurrence of the coefficients
        rw [h1, h2, ih n, smul_sum, sum_range_succ' _ (m + 1), sum_range_succ' _ (m + 1)]
        simp only [contractionCount_succ, add_smul, mul_smul, sum_add_distrib,
          Nat.add_sub_add_right, c0]
        abel
  rw [key m n]
  symm
  apply sum_subset
  · intro k hk
    rw [mem_range] at hk ⊢
    omega
  · intro k hk hk'
    rw [mem_range] at hk hk'
    have hn : n < k := by omega
    simp [contractionCount, Nat.choose_eq_zero_of_lt hn]

/-- Antinormal expansion: `b^n a^m` is the sum over `k ≤ min m n` of
`(-1)^k k! C(m,k) C(n,k)` times `a^(m-k) b^(n-k)`. -/
theorem antinormal_expansion (h : a * b - b * a = 1) (m n : ℕ) :
    b ^ n * a ^ m = ∑ k ∈ range (min m n + 1),
      ((-1 : ℤ) ^ k * (contractionCount m n k : ℤ)) • (a ^ (m - k) * b ^ (n - k)) := by
  -- the pair `(b, -a)` obeys the same commutation relation
  have h' : b * (-a) - (-a) * b = 1 := by rw [← h]; noncomm_ring
  have hs : ∀ j : ℕ, (-a) ^ j = (-1 : ℤ) ^ j • a ^ j := by
    intro j
    rw [← smul_pow]
    simp
  have h1 : b ^ n * a ^ m = (-1 : ℤ) ^ m • (b ^ n * (-a) ^ m) := by
    rw [hs, mul_smul_comm, smul_smul, ← mul_pow]
    simp
  rw [h1, wick_expansion h' n m, smul_sum, min_comm n m]
  refine sum_congr rfl fun k hk => ?_
  have hkm : k + (m - k) = m := by
    have := mem_range.mp hk
    omega
  have hsign : (-1 : ℤ) ^ (k + (m - k)) * (-1) ^ (m - k) = (-1) ^ k := by
    rw [pow_add, mul_assoc, ← mul_pow]
    simp
  rw [hkm] at hsign
  have hc : contractionCount n m k = contractionCount m n k := by
    unfold contractionCount
    ring
  rw [hs, hc, smul_mul_assoc, ← natCast_zsmul, smul_smul, smul_smul]
  congr 1
  linear_combination (contractionCount m n k : ℤ) * hsign

end SingleModeWick
```

Lean reports:

```
Main.lean:98:10: error: Ambiguous term
  smul_pow
Possible interpretations:
  _root_.smul_pow : ∀ (r : ?m.131) (x : ?m.132) (n : ℕ), (r • x) ^ n = r ^ n • x ^ n
  
  Polynomial.smul_pow : ?m.133 → ℕ → ?m.131 → ?m.133
```

The single message points to the rewrite `rw [← smul_pow]` in the proof of `hs`. The file begins with `open Finset Polynomial`, so the short name `smul_pow` can refer to two declarations, and Lean lists both. One is `_root_.smul_pow`, the equation `(r • x) ^ n = r ^ n • x ^ n`. The other is `Polynomial.smul_pow`, which the message displays with a function type `?m.133 → ℕ → ?m.131 → ?m.133` rather than an equation. Lean reports the term as ambiguous and the rewrite is not carried out.

The diff makes one change: it writes `_root_.smul_pow`, which names the top-level lemma explicitly and excludes the `Polynomial` one. Used from right to left, this equation turns the right side `(-1 : ℤ) ^ j • a ^ j` into `((-1 : ℤ) • a) ^ j`, and the `simp` that follows, unchanged, closes the remaining goal against `(-a) ^ j`. No statement and no other step is altered.

The change, after which it compiles:

```diff
@@ -96,5 +96,5 @@
   have hs : ∀ j : ℕ, (-a) ^ j = (-1 : ℤ) ^ j • a ^ j := by
     intro j
-    rw [← smul_pow]
+    rw [← _root_.smul_pow]
     simp
   have h1 : b ^ n * a ^ m = (-1 : ℤ) ^ m • (b ^ n * (-a) ^ m) := by
```
